# In a quartic Landau ferroelectric, a fixed field lowers the entropy most at T = T₀

A field applied at constant temperature to a ferroelectric usually aligns its dipoles and lowers its entropy; in Landau theory the size of the drop follows from the polarization with and without the field. Here the polarization in the field is a positive root of the equation of state, described by a condition and not by the cubic formula. That this root exists, is unique and is the stable state is then proved, in parts (b) and (e).

The material is described by one uniform polarization component $P$ in a field $E>0$, with quadratic coefficient $s=a(T-T_0)$ and quartic coefficient $b>0$. The constant $a>0$ is the Curie–Weiss slope of the inverse susceptibility above the transition temperature $T_0$. The sign $b>0$ stands for a continuous transition, so first-order ferroelectrics are excluded.

## Free energy, entropy and equation of state

```lean
import Mathlib

namespace ElectrocaloricLandau

noncomputable section
```

The function `landauEnergy` is what textbooks call the Landau free energy density, with the field term included:
$$F(P)=\tfrac{s}{2}P^2+\tfrac{b}{4}P^4-EP .$$
The letter $s$ is not an entropy, and $E$ is a field, not an energy.

```lean
/-- Landau energy density of a ferroelectric with polarization `P` in a field `E`, with
quadratic coefficient `s` and quartic coefficient `b`. -/
def landauEnergy (s b E P : ℝ) : ℝ := s / 2 * P ^ 2 + b / 4 * P ^ 4 - E * P
```

Only the part of the entropy that depends on $P$ is kept. A lattice part independent of $P$ would cancel in an isothermal difference.

```lean
/-- Landau entropy density at polarization `P`, where `a` is the rate at which the quadratic
coefficient grows with temperature. -/
def landauEntropy (a P : ℝ) : ℝ := -(a / 2) * P ^ 2
```

The equation of state is $F'(P)=0$. The predicate `IsPolarization b E s P` adds the requirement $P>0$, which selects the state along the field.

```lean
/-- `P` is a positive solution of the equation of state `s P + b P³ = E`. -/
def IsPolarization (b E s P : ℝ) : Prop := 0 < P ∧ s * P + b * P ^ 3 = E
```

The last definition compares $P^2$ with $\max(0,-s/b)$, which part (c) identifies as the squared polarization before the field is applied.

```lean
/-- Field-induced change of the squared polarization, from `max 0 (-s/b)` to `P²`,
for `b > 0`. -/
def orderChange (b s P : ℝ) : ℝ := P ^ 2 - max 0 (-s / b)
```

## (a) Entropy from the free energy

**Task.** Show that the entropy is minus the temperature derivative of the free energy at fixed $P$ and $E$:
$$\frac{\partial F}{\partial T}=\frac a2P^2=-S(P).$$

**Solution.** Temperature enters only through $\tfrac a2(T-T_0)P^2$, whose derivative is $\tfrac a2P^2$. Lean writes $F$ as a linear function of temperature and differentiates that.

```lean
/-- With the quadratic coefficient `a (T - T₀)`, the Landau entropy is minus the temperature
derivative of the Landau energy at fixed polarization and field. -/
theorem hasDerivAt_landauEnergy (a b E P T₀ T : ℝ) :
    HasDerivAt (fun x => landauEnergy (a * (x - T₀)) b E P) (-landauEntropy a P) T := by
  have h : HasDerivAt
      (fun x : ℝ => a / 2 * P ^ 2 * x + (b / 4 * P ^ 4 - E * P - a / 2 * P ^ 2 * T₀))
      (a / 2 * P ^ 2) T :=
    (((hasDerivAt_id' T).const_mul (a / 2 * P ^ 2)).add_const _).congr_deriv (mul_one _)
  convert h using 1
  · ext x
    simp only [landauEnergy]
    ring
  · simp only [landauEntropy]
    ring
```

## (b) The positive root is the stable state

**Task.** Let $P$ be a positive root. Show that $F(P)<F(Q)$ for every $Q\neq P$, by way of
$$P\,[F(Q)-F(P)]=(Q-P)^2\left[\tfrac E2+\tfrac{bP}{4}(Q+P)^2\right].$$

**Solution.** Multiply the energy difference by $P$ and insert $sP=E-bP^3$. The terms in $E$ give
$$E(Q-P)\left[\tfrac{Q+P}{2}-P\right]=\tfrac E2(Q-P)^2,$$
and those in $b$ give
$$\tfrac{bP}{4}(Q^2-P^2)\left[(Q^2+P^2)-2P^2\right]=\tfrac{bP}{4}(Q^2-P^2)^2 .$$
Their sum is positive for $Q\ne P$, and $P>0$ can be divided out. The substitution is the `linear_combination` in `key`.

```lean
/-- For `b, E > 0`, a positive solution of the equation of state has strictly lower Landau
energy than every other polarization. -/
theorem landauEnergy_lt {b E s P Q : ℝ} (hb : 0 < b) (hE : 0 < E)
    (hP : IsPolarization b E s P) (hQ : Q ≠ P) :
    landauEnergy s b E P < landauEnergy s b E Q := by
  obtain ⟨h0, h⟩ := hP
  -- the energy difference, times `P`, is a manifestly positive expression
  have key : P * (landauEnergy s b E Q - landauEnergy s b E P)
      = (Q - P) ^ 2 * (E / 2 + b * P / 4 * (Q + P) ^ 2) := by
    simp only [landauEnergy]
    linear_combination ((Q ^ 2 - P ^ 2) / 2) * h
  have h1 : 0 < (Q - P) ^ 2 := by
    have := sub_ne_zero.2 hQ
    positivity
  have h2 : 0 < P * (landauEnergy s b E Q - landauEnergy s b E P) := by
    rw [key]
    positivity
  exact sub_pos.1 ((mul_pos_iff_of_pos_left h0).1 h2)
```

## (c) The polarization before the field is applied

**Task.** Show that $Q$ minimizes the zero-field free energy $F_0$ exactly when
$$Q^2=\max(0,-s/b).$$

**Solution.** Call the right side $m$. If $s\le0$, then $s+bm=0$; if $s\ge0$, then $m=0$. Either way $m\ge0$, $s+bm\ge0$ and $m(s+bm)=0$. Completing the square in $R^2$ gives, for every $R$,
$$F_0(R)=\tfrac s2m+\tfrac b4m^2+\tfrac b4(R^2-m)^2+\tfrac12R^2(s+bm).$$
The last two terms are non-negative and vanish at $R^2=m$, so such an $R$ is a minimizer. Conversely, comparing a minimizer $Q$ with $\sqrt m$ forces $(Q^2-m)^2=0$. In Lean, `hfacts` holds the three properties of $m$ and `key` the completed square.

```lean
/-- For `b > 0`, a polarization minimizes the zero-field Landau energy exactly when its
square is `max 0 (-s/b)`. -/
theorem zeroField_minimizer_iff {b s Q : ℝ} (hb : 0 < b) :
    (∀ R, landauEnergy s b 0 Q ≤ landauEnergy s b 0 R) ↔ Q ^ 2 = max 0 (-s / b) := by
  obtain ⟨m, hm⟩ : ∃ m, m = max 0 (-s / b) := ⟨_, rfl⟩
  rw [← hm]
  have hfacts : 0 ≤ m ∧ 0 ≤ s + b * m ∧ m * (s + b * m) = 0 := by
    rcases le_total s 0 with h | h
    · have e : m = -s / b := by
        rw [hm]
        exact max_eq_right (div_nonneg (by linarith) hb.le)
      have e1 : -s / b * b = -s := div_mul_cancel₀ _ hb.ne'
      have e2 : s + b * m = 0 := by
        rw [e]
        linear_combination e1
      exact ⟨by rw [hm]; exact le_max_left _ _, e2.ge, by rw [e2, mul_zero]⟩
    · have e : m = 0 := by
        rw [hm]
        exact max_eq_left (div_nonpos_of_nonpos_of_nonneg (by linarith) hb.le)
      rw [e]
      exact ⟨le_rfl, by linarith, by ring⟩
  obtain ⟨h0, h1, h2⟩ := hfacts
  -- complete the square in the variable `R²`
  have key : ∀ R, landauEnergy s b 0 R = (s / 2 * m + b / 4 * m ^ 2)
      + b / 4 * (R ^ 2 - m) ^ 2 + R ^ 2 * (s + b * m) / 2 := by
    intro R
    simp only [landauEnergy]
    linear_combination (-1 / 2) * h2
  constructor
  · intro h
    have h3 := h (Real.sqrt m)
    rw [key, key, Real.sq_sqrt h0] at h3
    by_contra hne
    have h4 : 0 < b / 4 * (Q ^ 2 - m) ^ 2 := by
      have := sub_ne_zero.2 hne
      positivity
    have h5 : 0 ≤ Q ^ 2 * (s + b * m) := mul_nonneg (sq_nonneg _) h1
    nlinarith
  · intro hQ R
    rw [key Q, key R, hQ]
    have h4 : 0 ≤ b / 4 * (R ^ 2 - m) ^ 2 := by positivity
    have h5 : 0 ≤ R ^ 2 * (s + b * m) := mul_nonneg (sq_nonneg _) h1
    nlinarith
```

## (d) Polarization does not grow on heating

**Task.** Let $P$ and $Q$ be positive roots for coefficients $s\le t$, with the same $b$ and $E$. Show that $Q\le P$.

**Solution.** Multiply the equation for $Q$ by $P$, the one for $P$ by $Q$, and subtract:
$$(t-s)PQ+bPQ(Q^2-P^2)+E(Q-P)=0 .$$
If $Q>P$, the first term is non-negative and the other two are positive, a contradiction. This identity is `h4`.

```lean
/-- For `b, E > 0`, the polarization does not grow when the quadratic coefficient grows. -/
theorem polarization_le {b E s t P Q : ℝ} (hb : 0 < b) (hE : 0 < E)
    (hP : IsPolarization b E s P) (hQ : IsPolarization b E t Q) (hst : s ≤ t) : Q ≤ P := by
  obtain ⟨p0, hp⟩ := hP
  obtain ⟨q0, hq⟩ := hQ
  by_contra hlt
  have hd : 0 < Q - P := sub_pos.2 (not_le.1 hlt)
  have h1 : 0 ≤ (t - s) * (P * Q) := mul_nonneg (sub_nonneg.2 hst) (by positivity)
  have h2 : 0 < b * (P * Q) * ((Q - P) * (Q + P)) := by positivity
  have h3 : 0 < E * (Q - P) := mul_pos hE hd
  -- eliminate between the two equations of state
  have h4 : (t - s) * (P * Q) + b * (P * Q) * ((Q - P) * (Q + P)) + E * (Q - P) = 0 := by
    linear_combination P * hq - Q * hp
  linarith
```

## (e) One positive root for every coefficient

**Task.** Show that for each real $s$ exactly one $P>0$ satisfies
$$sP+bP^3=E .$$

**Solution.** Take $M=1+(|s|+E)/b$, so that $M\ge1$ and $bM=b+|s|+E$. Then $s+bM^2\ge s+bM\ge E$, and multiplying by $M\ge1$ gives $sM+bM^3\ge E$. The left side of the equation of state is $0$ at $P=0$ and at least $E$ at $P=M$, so the intermediate value theorem supplies a root in $[0,M]$. It is not $0$, because $E>0$. For uniqueness, apply part (d) with $t=s$ in both directions.

```lean
/-- For `b, E > 0` and any real `s`, the equation of state has exactly one positive
solution. -/
theorem existsUnique_polarization {b E : ℝ} (hb : 0 < b) (hE : 0 < E) (s : ℝ) :
    ∃! P, IsPolarization b E s P := by
  obtain ⟨M, hM⟩ : ∃ M, M = 1 + (|s| + E) / b := ⟨_, rfl⟩
  have hM1 : 1 ≤ M := by
    have : 0 ≤ (|s| + E) / b := by positivity
    linarith
  have hbM : b * M = b + |s| + E := by
    have e : (|s| + E) / b * b = |s| + E := div_mul_cancel₀ _ hb.ne'
    rw [hM]
    linear_combination e
  -- `h1` leads to `h2`: at `P = M` the left side of the equation of state is at least `E`
  have h1 : E ≤ s + b * M ^ 2 := by
    have e1 : 0 ≤ b * M * (M - 1) := mul_nonneg (by positivity) (by linarith)
    have e2 := neg_abs_le s
    nlinarith
  have h2 : E ≤ s * M + b * M ^ 3 := by
    have e1 : 0 ≤ (M - 1) * (s + b * M ^ 2) := mul_nonneg (by linarith) (by linarith)
    nlinarith
  have hc : Continuous (fun x : ℝ => s * x + b * x ^ 3) := by fun_prop
  obtain ⟨x, hx, hxE⟩ := intermediate_value_Icc (by linarith : (0 : ℝ) ≤ M) hc.continuousOn
    (show E ∈ Set.Icc (s * 0 + b * 0 ^ 3) (s * M + b * M ^ 3) from
      ⟨by norm_num; exact hE.le, h2⟩)
  have hxE' : s * x + b * x ^ 3 = E := hxE
  have hx0 : x ≠ 0 := by
    intro h
    rw [h] at hxE'
    norm_num at hxE'
    linarith
  have hx' : IsPolarization b E s x := ⟨lt_of_le_of_ne hx.1 hx0.symm, hxE'⟩
  exact ⟨x, hx', fun y hy => le_antisymm (polarization_le hb hE hx' hy le_rfl)
    (polarization_le hb hE hy hx' le_rfl)⟩
```

## (f) The change at and below the transition

**Task.** For $s\le0$, show that
$$P^2-\max(0,-s/b)=\frac{E}{bP}.$$

**Solution.** Here the maximum is $-s/b$, so the left side is
$$P^2+\frac sb=\frac{bP^3+sP}{bP}=\frac{E}{bP}.$$

In a calculation of the entropy curve, one solves the cubic at each temperature and then needs this difference. For $b=1$, $s=-1$, $E=10^{-6}$ the root is $P\approx1+5\times10^{-7}$. The left side subtracts two numbers near $1$ to get about $10^{-6}$, while $E/(bP)$ gives the same value without cancellation.

```lean
/-- For `b > 0` and `s ≤ 0`, the field-induced change of the squared polarization equals
`E / (b P)`. -/
theorem orderChange_of_nonpos {b E s P : ℝ} (hb : 0 < b) (hs : s ≤ 0)
    (hP : IsPolarization b E s P) : orderChange b s P = E / (b * P) := by
  obtain ⟨h0, h⟩ := hP
  have e : -s / b * b = -s := div_mul_cancel₀ _ hb.ne'
  rw [orderChange, max_eq_right (div_nonneg (by linarith) hb.le),
    eq_div_iff (mul_pos hb h0).ne']
  linear_combination h - P * e
```

## (g) Rise, fall and peak

**Task.** Let $P(s)$ be the positive root at coefficient $s$. Show that $P(s)^2-\max(0,-s/b)$ strictly increases on $s\le0$, strictly decreases on $s\ge0$, and has its strict maximum at $s=0$, with value
$$P(0)^2=(E/b)^{2/3}.$$

**Solution.** Let $s<t$. Part (d) gives $P(t)\le P(s)$. If the two were equal, subtracting the equations of state would give $(t-s)P(s)=0$, which is impossible. So $P$ strictly decreases.

- For $s\le0$ the change is $E/(bP(s))$, which rises as $P$ falls.
- For $s\ge0$ the maximum is $0$ and the change is $P(s)^2$, which falls.
- At $s=0$ the equation of state is $bP^3=E$, which gives the stated value.

Any other $s$ lies on one of the two branches, and comparison with $0$ on that branch gives the strict inequality.

In Lean, `P : ℝ → ℝ` is any function whose values satisfy the predicate; by part (e) there is exactly one. The facts `hlt`, `hmono`, `hanti` and `hpeak` follow the order above.

```lean
/-- For `b, E > 0`, the field-induced change of the squared polarization strictly increases
for `s ≤ 0`, strictly decreases for `s ≥ 0`, and has its strict maximum `(E/b)^(2/3)` at
`s = 0`. -/
theorem electrocaloric_peak {b E : ℝ} (hb : 0 < b) (hE : 0 < E) (P : ℝ → ℝ)
    (hP : ∀ s, IsPolarization b E s (P s)) :
    StrictMonoOn (fun s => orderChange b s (P s)) (Set.Iic 0) ∧
    StrictAntiOn (fun s => orderChange b s (P s)) (Set.Ici 0) ∧
    orderChange b 0 (P 0) = (E / b) ^ (2 / 3 : ℝ) ∧
    ∀ s, s ≠ 0 → orderChange b s (P s) < (E / b) ^ (2 / 3 : ℝ) := by
  have hlt : ∀ s t, s < t → P t < P s := by
    intro s t hst
    refine lt_of_le_of_ne (polarization_le hb hE (hP s) (hP t) hst.le) fun h => ?_
    have h1 := (hP s).2
    have h2 := (hP t).2
    rw [h] at h2
    have h3 : 0 < (t - s) * P s := mul_pos (sub_pos.2 hst) (hP s).1
    linarith
  have hmono : StrictMonoOn (fun s => orderChange b s (P s)) (Set.Iic 0) := by
    intro s hs t ht hst
    change orderChange b s (P s) < orderChange b t (P t)
    rw [orderChange_of_nonpos hb hs (hP s), orderChange_of_nonpos hb ht (hP t)]
    exact div_lt_div_of_pos_left hE (mul_pos hb (hP t).1)
      (mul_lt_mul_of_pos_left (hlt s t hst) hb)
  -- without spontaneous polarization the change is `P²`
  have hpara : ∀ s, 0 ≤ s → orderChange b s (P s) = P s ^ 2 := by
    intro s hs
    rw [orderChange, max_eq_left (div_nonpos_of_nonpos_of_nonneg (by linarith) hb.le),
      sub_zero]
  have hanti : StrictAntiOn (fun s => orderChange b s (P s)) (Set.Ici 0) := by
    intro s hs t ht hst
    change orderChange b t (P t) < orderChange b s (P s)
    rw [hpara s hs, hpara t ht]
    have h1 := hlt s t hst
    have h2 := (hP t).1
    nlinarith
  have hpeak : orderChange b 0 (P 0) = (E / b) ^ (2 / 3 : ℝ) := by
    have h1 : E / b = P 0 ^ 3 := by
      rw [div_eq_iff hb.ne']
      linear_combination -(hP 0).2
    rw [hpara 0 le_rfl, h1, ← Real.rpow_natCast (P 0) 3, ← Real.rpow_mul (hP 0).1.le,
      show ((3 : ℕ) : ℝ) * (2 / 3) = ((2 : ℕ) : ℝ) by norm_num, Real.rpow_natCast]
  refine ⟨hmono, hanti, hpeak, fun s hs => ?_⟩
  rw [← hpeak]
  rcases lt_or_gt_of_ne hs with h | h
  · exact hmono (Set.mem_Iic.2 h.le) (Set.mem_Iic.2 le_rfl) h
  · exact hanti (Set.mem_Ici.2 le_rfl) (Set.mem_Ici.2 h.le) h
```

## (h) The largest isothermal entropy drop

**Task.** Let $P_0$ be a zero-field minimizer, of either sign, and $P$ the polarization in the field at the same temperature. Show that
$$S(P_0)-S(P)\le\frac a2\left(\frac Eb\right)^{2/3},$$
with equality exactly when $T=T_0$.

**Solution.** The drop is $\tfrac a2(P^2-P_0^2)$. By part (c), $P_0^2=\max(0,-s/b)$, so the drop is $\tfrac a2$ times the change in part (g), taken at $s=a(T-T_0)$. Since $a>0$, this $s$ vanishes only at $T=T_0$, where the peak value is reached; elsewhere the inequality is strict. Lean picks a root for every $s$, uses uniqueness to identify the one at the given temperature with $P$, and splits on whether $T=T_0$.

The condition $E\ge0$ would not be enough for the equality statement. With $a=b=1$, $E=0$, $T=T_0-1$ and $P=P_0=1$, every other hypothesis holds and both sides are $0$, although $T\neq T_0$.

```lean
/-- For `a, b, E > 0` and quadratic coefficient `a (T - T₀)`, the isothermal drop of the Landau
entropy from a zero-field energy minimum `P₀` to the polarization `P` in the field is at most
`(a/2) (E/b)^(2/3)`, with equality exactly at `T = T₀`. -/
theorem entropy_drop_le {a b E T T₀ P P₀ : ℝ} (ha : 0 < a) (hb : 0 < b) (hE : 0 < E)
    (hP : IsPolarization b E (a * (T - T₀)) P)
    (hP₀ : ∀ Q, landauEnergy (a * (T - T₀)) b 0 P₀ ≤ landauEnergy (a * (T - T₀)) b 0 Q) :
    landauEntropy a P₀ - landauEntropy a P ≤ a / 2 * (E / b) ^ (2 / 3 : ℝ) ∧
    (landauEntropy a P₀ - landauEntropy a P = a / 2 * (E / b) ^ (2 / 3 : ℝ) ↔ T = T₀) := by
  have hex : ∀ s, ∃ p, IsPolarization b E s p :=
    fun s => (existsUnique_polarization hb hE s).exists
  choose p hp using hex
  have hPp : p (a * (T - T₀)) = P :=
    (existsUnique_polarization hb hE _).unique (hp _) hP
  obtain ⟨-, -, hpeak, hless⟩ := electrocaloric_peak hb hE p hp
  have hdrop : landauEntropy a P₀ - landauEntropy a P
      = a / 2 * orderChange b (a * (T - T₀)) P := by
    simp only [landauEntropy, orderChange]
    rw [(zeroField_minimizer_iff hb).1 hP₀]
    ring
  rw [hdrop]
  by_cases h : T = T₀
  · have hs : a * (T - T₀) = 0 := by
      rw [h]
      ring
    have hv : orderChange b (a * (T - T₀)) P = (E / b) ^ (2 / 3 : ℝ) := by
      rw [← hPp, hs]
      exact hpeak
    rw [hv]
    exact ⟨le_rfl, fun _ => h, fun _ => rfl⟩
  · have hv := hless _ (mul_ne_zero ha.ne' (sub_ne_zero.2 h))
    rw [hPp] at hv
    have hm := mul_lt_mul_of_pos_left hv (half_pos ha)
    exact ⟨hm.le, fun e => absurd e hm.ne, fun e => absurd e h⟩

end

end ElectrocaloricLandau
```

```lean
#print axioms ElectrocaloricLandau.hasDerivAt_landauEnergy
#print axioms ElectrocaloricLandau.landauEnergy_lt
#print axioms ElectrocaloricLandau.entropy_drop_le
```

```
'ElectrocaloricLandau.hasDerivAt_landauEnergy' depends on axioms: [propext, Classical.choice, Quot.sound]
'ElectrocaloricLandau.landauEnergy_lt' depends on axioms: [propext, Classical.choice, Quot.sound]
'ElectrocaloricLandau.entropy_drop_le' depends on axioms: [propext, Classical.choice, Quot.sound]
```

When $a$, $b$ and $T_0$ are fitted to atomistic simulations, the bound gives the largest entropy drop at a chosen field, within this uniform one-component model with temperature-independent $b$. The step left to physics is that the crystal is really described by this quartic form, without domains or critical fluctuations. The result concerns entropy at constant temperature, not the temperature change when the field is applied adiabatically.
